# The Fermi-Dirac occupation equals x/(1 + x), with x = exp((μ − e)/T)

The Fermi-Dirac function gives the mean occupation of a single level of energy e, for non-interacting fermions at temperature T (in energy units) and chemical potential μ. The lemma rewrites its defining form, 1/(exp((e − μ)/T) + 1), as x/(1 + x), where x = exp((μ − e)/T). Physically T is positive, but the Lean statement does not require this and takes any real T. The attempt first shows that exp((e − μ)/T) is the inverse of x, then cross-multiplies the two fractions and tries to finish by expanding the product and cancelling x against its inverse.

An attempt in Lean 4 with a fault in it:

```lean
import Mathlib

open MeasureTheory Set Filter Topology

namespace OccupationEq

noncomputable section

/-- Fermi-Dirac occupation of a level of energy `e` at temperature `T > 0` (in energy units)
and chemical potential `μ`. -/
def occupation (T μ e : ℝ) : ℝ := 1 / (Real.exp ((e - μ) / T) + 1)

/-- The occupation written with the Boltzmann factor `x = exp((μ-e)/T)`: it is `x/(1+x)`. -/
theorem occupation_eq (T μ e : ℝ) :
    occupation T μ e = Real.exp ((μ - e) / T) / (1 + Real.exp ((μ - e) / T)) := by
  have hx : Real.exp ((e - μ) / T) = (Real.exp ((μ - e) / T))⁻¹ := by
    rw [← Real.exp_neg]
    congr 1
    ring
  have hp := Real.exp_pos ((μ - e) / T)
  rw [occupation, hx, div_eq_div_iff (by positivity) (by positivity), mul_add,
    mul_inv_cancel₀ hp.ne']
  ring

end

end OccupationEq
```

The compiler's answer:

```
Main.lean:22:4: error: Tactic `rewrite` failed: Did not find an occurrence of the pattern
  Real.exp ((μ - e) / T) * (Real.exp ((μ - e) / T))⁻¹
in the target expression
  1 * 1 + 1 * Real.exp ((μ - e) / T) = Real.exp ((μ - e) / T) * ((Real.exp ((μ - e) / T))⁻¹ + 1)

T μ e : ℝ
hx : Real.exp ((e - μ) / T) = (Real.exp ((μ - e) / T))⁻¹
hp : 0 < Real.exp ((μ - e) / T)
⊢ 1 * 1 + 1 * Real.exp ((μ - e) / T) = Real.exp ((μ - e) / T) * ((Real.exp ((μ - e) / T))⁻¹ + 1)
```

Cause. The message says that `rw` could not find the product x · x⁻¹, which `mul_inv_cancel₀ hp.ne'` was to replace by 1. After `div_eq_div_iff` the goal is 1 · (1 + x) = x · (x⁻¹ + 1), and both sides match the pattern of `mul_add`. A rewrite fixes its variables at the first match, here the left side, and then replaces only instances of that same expression. So the left side was expanded to 1 · 1 + 1 · x, while the right side stayed factored and x · x⁻¹ never appeared as a term.

The repair stops rewriting after the cross-multiplication and hands the cancellation to `linear_combination` as an equation, x · x⁻¹ = 1, with coefficient −1. The two sides of the goal differ by 1 − x · x⁻¹, which is exactly what that multiple of the equation accounts for. `linear_combination` checks this with ring arithmetic, which does the expanding itself, so the product need not appear literally in the goal. It also closes the goal, so the final `ring` is no longer needed.

The mended proof, as a diff:

```diff
@@ -19,7 +19,6 @@
     ring
   have hp := Real.exp_pos ((μ - e) / T)
-  rw [occupation, hx, div_eq_div_iff (by positivity) (by positivity), mul_add,
-    mul_inv_cancel₀ hp.ne']
-  ring
+  rw [occupation, hx, div_eq_div_iff (by positivity) (by positivity)]
+  linear_combination (-1 : ℝ) * mul_inv_cancel₀ hp.ne'
 
 end
```
